# Holes of a determinantal process on a finite set are determinantal with kernel $1-K$

Take two sites, $0$ and $1$, each either occupied or empty. Let $K$ be a $2\times2$ matrix such that site $i$ is occupied with probability $K_{ii}$ and both sites are occupied with probability $\det K$. Inclusion–exclusion gives the probability that both are empty:

$$1-K_{00}-K_{11}+\det K=(1-K_{00})(1-K_{11})-K_{01}K_{10}=\det(1-K).$$

The alternating sum over occupied sets is the expansion of a single determinant. The same happens on any finite set of sites.

## Emptiness from a weighted count

Let $V$ be a finite set of sites and $P(S)\ge0$ the probability that $S\subseteq V$ is exactly the set of occupied sites. Write $K_A$ for the submatrix of a complex matrix $K$ with rows and columns in $A$, and suppose that for every $A\subseteq V$

$$\sum_{S\supseteq A}P(S)=\det K_A .$$

For $A=\emptyset$ the determinant is $1$, so $P$ is normalised. The claim is that all sites of $A$ are empty with probability $\det\big((1-K)_A\big)$.

**Minors as full determinants.** Replace the rows of $K$ outside $A$ by rows of the identity. With the sites of $A$ listed first, the result is

$$\begin{pmatrix}K_A & *\\ 0 & 1\end{pmatrix},$$

whose determinant is $\det K_A$.

**Expansion in rows.** For complex numbers $a_i,c_i$, row $i$ of $\mathrm{diag}(c)K+\mathrm{diag}(a)$ is $c_i$ times a row of $K$ plus $a_i$ times a row of the identity. The determinant is linear in each row, so it is a sum over the set $A$ of rows where the first summand is chosen:

$$\det(\mathrm{diag}(c)K+\mathrm{diag}(a))=\sum_{A}\prod_{i\in A}c_i\prod_{i\notin A}a_i\,\det K_A .$$

**Counting.** Give each occupied site a factor $b_i$ and each empty site a factor $a_i$. Writing $b_i=(b_i-a_i)+a_i$ on the occupied sites and multiplying out,

$$\prod_{i\in S}b_i\prod_{i\notin S}a_i=\sum_{A\subseteq S}\prod_{i\in A}(b_i-a_i)\prod_{i\notin A}a_i .$$

Multiply by $P(S)$, sum over $S$ and exchange the sums. The sum over $S\supseteq A$ gives $\det K_A$, and the row expansion with $c=b-a$ yields

$$\sum_S P(S)\prod_{i\in S}b_i\prod_{i\notin S}a_i=\det\big(\mathrm{diag}(a)(1-K)+\mathrm{diag}(b)K\big).$$

**Emptiness.** Set $b_i=0$ on $A$ and every other factor to $1$. The product is $1$ if $S$ avoids $A$ and $0$ otherwise, so the left side is the probability that $A$ is empty. On the right, the rows in $A$ are those of $1-K$ and the others are identity rows, so the determinant is $\det\big((1-K)_A\big)$.

**Single configurations.** To select one configuration $S$, set $b_i=1,\ a_i=0$ on $S$ and $b_i=0,\ a_i=1$ elsewhere. Then $P(S)$ is the determinant with rows of $K$ on $S$ and rows of $1-K$ off $S$.

**Duality.** A set is empty of particles exactly when it is filled with holes, so the hole distribution $S\mapsto P(V\setminus S)$ has kernel $1-K$. Applying this twice returns $P$ and $K$, which gives the converse.

## Unequal densities on two sites

Let

$$K=\begin{pmatrix}3/4&1/4\\1/4&1/2\end{pmatrix},\qquad \det K=\tfrac38-\tfrac1{16}=\tfrac5{16}.$$

Both sites are occupied with probability $5/16$, only site $0$ with $3/4-5/16=7/16$, and only site $1$ with $1/2-5/16=3/16$. This leaves $1/16$ for the empty configuration, in agreement with

$$\det(1-K)=\tfrac14\cdot\tfrac12-\tfrac1{16}=\tfrac1{16}.$$

The mixed determinant for "only site $0$" has rows $(3/4,\,1/4)$ and $(-1/4,\,1/2)$, and equals $3/8+1/16=7/16$.

## Sites, kernel and holes in Lean

The sites form an arbitrary finite type `V`, possibly empty, with no geometry or ordering.

```lean
import Mathlib

open Matrix Finset

namespace EmptinessFormation

noncomputable section

variable {V : Type*} [Fintype V] [DecidableEq V]
```

A configuration is a `Finset V`, and `minor K A` is the determinant of the actual submatrix on $A$.

```lean
/-- The principal minor `det (K_A)`: the determinant of `K` restricted to the sites of `A`. -/
def minor (K : Matrix V V ℂ) (A : Finset V) : ℂ :=
  (K.submatrix (fun i : {i // i ∈ A} => (i : V)) (fun i : {i // i ∈ A} => (i : V))).det
```

The physical assumption is the following structure. For fermions in a Slater determinant, or in the grand-canonical thermal state of a non-interacting Hamiltonian that conserves particle number, Wick's theorem supplies it with $K_{ij}=\langle c_i^\dagger c_j\rangle$. In this formula $c_j$ is the operator that annihilates a fermion at site $j$, and the sites stand for orthonormal one-particle states, with spin included in the label. Here the assumption is a hypothesis on $P$ and $K$.

```lean
/-- `P S` is the probability that `S` is the set of occupied sites; the probability that all
sites of `A` are occupied is the principal minor `det (K_A)`, for every `A`. -/
structure IsDeterminantal (P : Finset V → ℝ) (K : Matrix V V ℂ) : Prop where
  nonneg : ∀ S, 0 ≤ P S
  inclusion : ∀ A : Finset V, ((∑ S with A ⊆ S, P S : ℝ) : ℂ) = minor K A
```

The sum runs over configurations containing $A$. It is a real number cast into $\mathbb C$, so the equation also forces every principal minor to be real. `K` need not be Hermitian, and the structure does not say which matrices admit such a `P`.

```lean
/-- The distribution of the set of empty sites. -/
def holes (P : Finset V → ℝ) : Finset V → ℝ := fun S => P Sᶜ
```

Here `Sᶜ` is the complement in $V$: the holes occupy $S$ when the particles occupy everything else.

## Row choices as sets of sites

The first lemma is the block-triangular argument. `Matrix.twoBlockTriangular_det` factorises the determinant once the lower-left block is seen to vanish; `h1` and `h2` identify the diagonal blocks as $K_A$ and the identity.

```lean
/-- A principal minor is the determinant of the full matrix in which the rows outside `A` are
replaced by rows of the identity. -/
theorem minor_eq_det (K : Matrix V V ℂ) (A : Finset V) :
    minor K A = det (of fun i j => if i ∈ A then K i j else (1 : Matrix V V ℂ) i j) := by
  let M : Matrix V V ℂ := of fun i j => if i ∈ A then K i j else (1 : Matrix V V ℂ) i j
  change minor K A = det M
  have h := Matrix.twoBlockTriangular_det M (fun i => i ∈ A) (by
    intro i hi j hj
    have hij : i ≠ j := fun e => hi (e ▸ hj)
    simp [M, hi, hij])
  have h1 : toSquareBlockProp M (fun i => i ∈ A) =
      K.submatrix (fun i : {i // i ∈ A} => (i : V)) (fun i : {i // i ∈ A} => (i : V)) := by
    ext i j
    simp [toSquareBlockProp, M, i.2]
  have h2 : toSquareBlockProp M (fun i => ¬ i ∈ A) = 1 := by
    ext i j
    simp [toSquareBlockProp, M, i.2, Matrix.one_apply, Subtype.ext_iff]
  rw [h, h1, h2, det_one, mul_one]
  unfold minor
  congr!
```

The next proof turns on `MultilinearMap.map_add_univ`. For a multilinear map $f$ and two families of arguments $m,m'$, it states that $f(m+m')$ is the sum, over all finite sets $A$ of argument positions, of $f$ evaluated with $m_i$ for $i\in A$ and $m'_i$ otherwise. Mathlib's `Matrix.detRowAlternating` is the determinant regarded as such a map of its rows. Since the rows are labelled by sites, the summation index is a `Finset V`, the same type as a configuration. The expansion thus arrives already indexed by sets of sites, with no induction on the size of the matrix.

```lean
/-- The determinant of `diag(c) K + diag(a)` is a sum over site sets `A` of principal minors of
`K`, with a factor `c i` for each site in `A` and `a i` for each site outside. -/
theorem det_expansion (K : Matrix V V ℂ) (a c : V → ℂ) :
    det (of fun i j => c i * K i j + a i * (1 : Matrix V V ℂ) i j) =
      ∑ A : Finset V, ((∏ i ∈ A, c i) * ∏ i ∈ Aᶜ, a i) * minor K A := by
  -- multilinearity: each row is taken from one of the two summands
  have h : det (of fun i j => c i * K i j + a i * (1 : Matrix V V ℂ) i j) =
      ∑ A : Finset V, det (of (A.piecewise (fun i j => c i * K i j)
        (fun i j => a i * (1 : Matrix V V ℂ) i j))) :=
    (Matrix.detRowAlternating (n := V) (R := ℂ)).toMultilinearMap.map_add_univ
      (fun i j => c i * K i j) (fun i j => a i * (1 : Matrix V V ℂ) i j)
  rw [h]
  refine Finset.sum_congr rfl fun A _ => ?_
  have hv : ∏ i, (if i ∈ A then c i else a i) = (∏ i ∈ A, c i) * ∏ i ∈ Aᶜ, a i := by
    rw [← Finset.prod_mul_prod_compl A]
    congr 1
    · exact Finset.prod_congr rfl fun i hi => if_pos hi
    · exact Finset.prod_congr rfl fun i hi => if_neg (Finset.mem_compl.mp hi)
  rw [minor_eq_det, ← hv, ← Matrix.det_mul_column]
  refine congrArg Matrix.det ?_
  ext i j
  by_cases hi : i ∈ A <;> simp [Finset.piecewise, hi]
```

After that step, `Matrix.det_mul_column` pulls the factor $c_i$ or $a_i$ out of each row, and `minor_eq_det` recognises what remains as a principal minor.

## Counting statistics and empty sets

Normalisation is a consequence of the inclusion formula at $A=\emptyset$.

```lean
/-- A determinantal distribution is normalised: the probabilities of all configurations
add up to one. -/
theorem IsDeterminantal.sum_eq_one {P : Finset V → ℝ} {K : Matrix V V ℂ}
    (h : IsDeterminantal P K) : ∑ S, P S = 1 := by
  have h0 := h.inclusion ∅
  have hm : minor K ∅ = 1 := by
    have : IsEmpty {i // i ∈ (∅ : Finset V)} :=       ⟨fun i => absurd i.2 (Finset.notMem_empty _)⟩
    unfold minor
    exact Matrix.det_isEmpty
  have e : (∑ S with (∅ : Finset V) ⊆ S, P S) = ∑ S, P S := by simp
  rw [hm, e] at h0
  exact_mod_cast h0
```

In the counting theorem, `hM` rewrites the matrix in the form needed for the row expansion. `hS` multiplies out the product over occupied sites by `Finset.prod_add`, with `h3` collecting the sites outside $A$. `Finset.sum_comm` exchanges the two sums, and `h.inclusion A` replaces each minor by a sum of probabilities.

```lean
/-- Full counting statistics: with a factor `b i` for each occupied site and `a i` for each empty
site, the expectation of the product is `det (diag(a) (1 - K) + diag(b) K)`. -/
theorem IsDeterminantal.counting {P : Finset V → ℝ} {K : Matrix V V ℂ}
    (h : IsDeterminantal P K) (a b : V → ℂ) :
    ∑ S, (P S : ℂ) * ((∏ i ∈ S, b i) * ∏ i ∈ Sᶜ, a i) =
      det (diagonal a * (1 - K) + diagonal b * K) := by
  have hM : diagonal a * (1 - K) + diagonal b * K =
      of fun i j => (b i - a i) * K i j + a i * (1 : Matrix V V ℂ) i j := by
    ext i j
    simp only [Matrix.add_apply, Matrix.diagonal_mul, Matrix.sub_apply, Matrix.of_apply]
    ring
  -- write b = (b - a) + a on the occupied sites and expand the product
  have hS : ∀ S : Finset V, (∏ i ∈ S, b i) * ∏ i ∈ Sᶜ, a i =
      ∑ A : Finset V, if A ⊆ S then (∏ i ∈ A, (b i - a i)) * ∏ i ∈ Aᶜ, a i else 0 := by
    intro S
    have h1 : ∏ i ∈ S, b i =
        ∑ A ∈ S.powerset, (∏ i ∈ A, (b i - a i)) * ∏ i ∈ S \ A, a i := by
      rw [← Finset.prod_add]
      exact Finset.prod_congr rfl fun i _ => by ring
    have h2 : (univ.filter fun A : Finset V => A ⊆ S) = S.powerset := by
      ext A
      simp
    rw [h1, Finset.sum_mul, ← Finset.sum_filter, h2]
    refine Finset.sum_congr rfl fun A hA => ?_
    have h3 : S \ A ∪ Sᶜ = Aᶜ := by
      ext i
      have hi : i ∈ A → i ∈ S := fun h => Finset.mem_powerset.mp hA h
      simp only [Finset.mem_union, Finset.mem_sdiff, Finset.mem_compl]
      tauto
    rw [mul_assoc, ← Finset.prod_union (Finset.disjoint_left.mpr fun i hi hi' =>
      Finset.mem_compl.mp hi' (Finset.mem_sdiff.mp hi).1), h3]
  rw [hM, det_expansion]
  simp only [hS, Finset.mul_sum]
  rw [Finset.sum_comm]
  refine Finset.sum_congr rfl fun A _ => ?_
  rw [← h.inclusion A, Complex.ofReal_sum, Finset.sum_filter, Finset.mul_sum]
  refine Finset.sum_congr rfl fun S _ => ?_
  split_ifs <;> ring
```

The emptiness formula expresses "all sites of $A$ are empty" as `Disjoint A S`. The two cases at the end check that the product of factors is $1$ or $0$. For the fermion states named above, this replaces a sum over the $2^{|V|-|A|}$ configurations that avoid $A$ by one determinant of size $|A|$. The theorem is an exact identity for any set $A$; how the probability decays as $A$ grows is a separate question.

```lean
/-- Emptiness formation probability: all sites of `A` are empty with probability
`det ((1 - K)_A)`. -/
theorem IsDeterminantal.emptiness {P : Finset V → ℝ} {K : Matrix V V ℂ}
    (h : IsDeterminantal P K) (A : Finset V) :
    ((∑ S with Disjoint A S, P S : ℝ) : ℂ) = minor (1 - K) A := by
  -- an occupied site of A gets the factor 0, everything else the factor 1
  have g := h.counting (fun _ => 1) (fun i => if i ∈ A then 0 else 1)
  have hM : (of fun i j => if i ∈ A then (1 - K) i j else (1 : Matrix V V ℂ) i j) =
      diagonal (fun _ => 1) * (1 - K) + diagonal (fun i => if i ∈ A then 0 else 1) * K := by
    ext i j
    by_cases hi : i ∈ A <;>
      simp [Matrix.add_apply, Matrix.diagonal_mul, Matrix.sub_apply, hi]
  rw [minor_eq_det, hM, ← g, Complex.ofReal_sum, Finset.sum_filter]
  refine Finset.sum_congr rfl fun S _ => ?_
  by_cases hd : Disjoint A S
  · have hp : ∏ i ∈ S, (if i ∈ A then (0 : ℂ) else 1) = 1 :=
      Finset.prod_eq_one fun i hi => if_neg fun hA => Finset.disjoint_left.mp hd hA hi
    rw [if_pos hd, hp, Finset.prod_const_one, mul_one, mul_one]
  · obtain ⟨i, hA, hi⟩ := Finset.not_disjoint_iff.mp hd
    have hp : ∏ i ∈ S, (if i ∈ A then (0 : ℂ) else 1) = 0 :=
      Finset.prod_eq_zero hi (by simp [hA])
    rw [if_neg hd, hp, zero_mul, mul_zero]
```

For a single configuration, `Finset.sum_eq_single` isolates the term $S$. Any other $T$ either misses a site of $S$ or contains a site outside it, and the factor at that site is zero.

```lean
/-- The probability of one complete configuration `S` is the determinant with rows of `K` at the
occupied sites and rows of `1 - K` at the empty sites. -/
theorem IsDeterminantal.configuration {P : Finset V → ℝ} {K : Matrix V V ℂ}
    (h : IsDeterminantal P K) (S : Finset V) :
    (P S : ℂ) = det (of fun i j => if i ∈ S then K i j else (1 - K) i j) := by
  have g := h.counting (fun i => if i ∈ S then 0 else 1) (fun i => if i ∈ S then 1 else 0)
  have hM : (of fun i j => if i ∈ S then K i j else (1 - K) i j) =
      diagonal (fun i => if i ∈ S then 0 else 1) * (1 - K) +
        diagonal (fun i => if i ∈ S then 1 else 0) * K := by
    ext i j
    by_cases hi : i ∈ S <;> simp [Matrix.add_apply, Matrix.diagonal_mul, hi]
  rw [hM, ← g, Finset.sum_eq_single S]
  · rw [Finset.prod_eq_one fun i hi => if_pos hi,
      Finset.prod_eq_one fun i hi => if_neg (Finset.mem_compl.mp hi), mul_one, mul_one]
  · -- any other configuration differs from S at some site, whose factor vanishes
    intro T _ hT
    by_cases hTS : T ⊆ S
    · obtain ⟨i, hi, hiT⟩ := Finset.not_subset.mp fun hST => hT (hTS.antisymm hST)
      have hz : ∏ i ∈ Tᶜ, (if i ∈ S then (0 : ℂ) else 1) = 0 :=
        Finset.prod_eq_zero (Finset.mem_compl.mpr hiT) (by simp [hi])
      rw [hz, mul_zero, mul_zero]
    · obtain ⟨i, hi, hiS⟩ := Finset.not_subset.mp hTS
      have hz : ∏ i ∈ T, (if i ∈ S then (1 : ℂ) else 0) = 0 :=
        Finset.prod_eq_zero hi (by simp [hiS])
      rw [hz, zero_mul, mul_zero]
  · exact fun hn => absurd (Finset.mem_univ S) hn
```

## Exchanging particles and holes

The inclusion probability for holes is the emptiness probability for particles, re-indexed by complementation. `Finset.sum_nbij'` carries out the re-indexing, with the complement as its own inverse. Nonnegativity passes over directly.

```lean
/-- If the particles are determinantal with kernel `K`, the holes are determinantal with
kernel `1 - K`. -/
theorem IsDeterminantal.holes {P : Finset V → ℝ} {K : Matrix V V ℂ}
    (h : IsDeterminantal P K) : IsDeterminantal (holes P) (1 - K) := by
  refine ⟨fun S => h.nonneg Sᶜ, fun A => ?_⟩
  rw [← h.emptiness A]
  refine congrArg Complex.ofReal ?_
  -- A consists of holes exactly when it is disjoint from the occupied set
  refine Finset.sum_nbij' (fun S => Sᶜ) (fun S => Sᶜ) ?_ ?_
    (fun S _ => compl_compl S) (fun S _ => compl_compl S) (fun S _ => rfl)
  · intro S hS
    exact Finset.mem_filter.mpr ⟨Finset.mem_univ _, Finset.disjoint_left.mpr fun i hA hc =>
      Finset.mem_compl.mp hc ((Finset.mem_filter.mp hS).2 hA)⟩
  · intro S hS
    exact Finset.mem_filter.mpr ⟨Finset.mem_univ _, fun i hA =>
      Finset.mem_compl.mpr (Finset.disjoint_left.mp (Finset.mem_filter.mp hS).2 hA)⟩
```

The converse applies the same theorem to the holes, using that the holes of the holes are the particles and that $1-(1-K)=K$.

```lean
/-- Particle-hole duality: the particles are determinantal with kernel `K` if and only if the
holes are determinantal with kernel `1 - K`. -/
theorem isDeterminantal_iff_holes (P : Finset V → ℝ) (K : Matrix V V ℂ) :
    IsDeterminantal P K ↔ IsDeterminantal (holes P) (1 - K) := by
  refine ⟨fun h => h.holes, fun h => ?_⟩
  have hP : EmptinessFormation.holes (EmptinessFormation.holes P) = P := by
    funext S
    simp [EmptinessFormation.holes]
  have h' := h.holes
  rwa [hP, sub_sub_cancel] at h'
```

The last theorem gives a concrete distribution satisfying the hypothesis. One particle in the normalised state $(|0\rangle+|1\rangle)/\sqrt2$ is found on either site with probability $1/2$, and every kernel entry is $1/2$. The proof checks the inclusion formula on all four subsets. Here $\det K=\det(1-K)=0$: the sites are never both occupied and never both empty.

```lean
/-- One particle found with probability `1/2` on either of two sites is determinantal, with all
kernel entries equal to `1/2`. -/
theorem isDeterminantal_witness :
    IsDeterminantal (fun S : Finset (Fin 2) => if S.card = 1 then 1 / 2 else 0)
      !![1 / 2, 1 / 2; 1 / 2, 1 / 2] := by
  refine ⟨fun S => by split_ifs <;> norm_num, fun A => ?_⟩
  have hu : (univ : Finset (Finset (Fin 2))) = {∅, {0}, {1}, {0, 1}} := by decide
  have hs : ∀ f : Finset (Fin 2) → ℝ, ∑ S, f S = f ∅ + (f {0} + (f {1} + f {0, 1})) := by
    intro f
    rw [hu, Finset.sum_insert (by decide), Finset.sum_insert (by decide),
      Finset.sum_insert (by decide), Finset.sum_singleton]
  have hA : A ∈ ({∅, {0}, {1}, {0, 1}} : Finset (Finset (Fin 2))) := hu ▸ Finset.mem_univ A
  simp only [Finset.mem_insert, Finset.mem_singleton] at hA
  rw [minor_eq_det, det_fin_two, Finset.sum_filter, hs]
  rcases hA with rfl | rfl | rfl | rfl <;> norm_num [Finset.insert_subset_iff]
  -- what remains is that the full set of two sites is not a single site
  decide

end

end EmptinessFormation
```

```lean
#print axioms EmptinessFormation.IsDeterminantal.sum_eq_one
#print axioms EmptinessFormation.IsDeterminantal.configuration
#print axioms EmptinessFormation.isDeterminantal_iff_holes
```

```
'EmptinessFormation.IsDeterminantal.sum_eq_one' depends on axioms: [propext, Classical.choice, Quot.sound]
'EmptinessFormation.IsDeterminantal.configuration' depends on axioms: [propext, Classical.choice, Quot.sound]
'EmptinessFormation.isDeterminantal_iff_holes' depends on axioms: [propext, Classical.choice, Quot.sound]
```
